# Spin Summation of the Closed-Shell Coupled-Cluster Energy

In a closed-shell molecule every occupied spatial orbital holds one electron of each spin, yet the coupled-cluster energy is commonly written as a sum over spin orbitals, in which the same spatial integrals and amplitudes recur many times. What is left of that energy once the spins have been summed?

In Lean 4 with Mathlib:

```lean
import Mathlib

open Finset

namespace ClosedShellCoupledClusterEnergy

noncomputable section

variable {O V : Type*}

/-- The Coulomb integral (IA|JB) over spin orbitals: the spatial integral `g i a j b` if
I, A have equal spin and J, B have equal spin, and zero otherwise. -/
def coulomb (g : O → V → O → V → ℂ) (I : O × Bool) (A : V × Bool)
    (J : O × Bool) (B : V × Bool) : ℂ :=
  if I.2 = A.2 ∧ J.2 = B.2 then g I.1 A.1 J.1 B.1 else 0

/-- The antisymmetrized integral ⟨IJ‖AB⟩ = (IA|JB) - (IB|JA). -/
def antisymIntegral (g : O → V → O → V → ℂ) (I J : O × Bool) (A B : V × Bool) : ℂ :=
  coulomb g I A J B - coulomb g I B J A

/-- The closed-shell doubles amplitude over spin orbitals, built from spatial
amplitudes `u i j a b` as a direct minus an exchange term. -/
def spinDouble (u : O → O → V → V → ℂ) (I J : O × Bool) (A B : V × Bool) : ℂ :=
  (if I.2 = A.2 ∧ J.2 = B.2 then u I.1 J.1 A.1 B.1 else 0) -
    (if I.2 = B.2 ∧ J.2 = A.2 then u I.1 J.1 B.1 A.1 else 0)

/-- A spin-independent one-electron quantity (Fock element or singles amplitude)
over spin orbitals: it is diagonal in spin. -/
def spinSingle (t : O → V → ℂ) (I : O × Bool) (A : V × Bool) : ℂ :=
  if I.2 = A.2 then t I.1 A.1 else 0

/-- The coupled-cluster correlation energy as a functional of the Fock elements `F`,
antisymmetrized integrals `G`, singles `T₁` and doubles `T₂`. -/
def ccEnergy {P Q : Type*} [Fintype P] [Fintype Q] (F : P → Q → ℂ)
    (G : P → P → Q → Q → ℂ) (T₁ : P → Q → ℂ) (T₂ : P → P → Q → Q → ℂ) : ℂ :=
  ∑ I, ∑ A, F I A * T₁ I A + 1 / 4 * ∑ I, ∑ J, ∑ A, ∑ B, G I J A B * T₂ I J A B +
    1 / 2 * ∑ I, ∑ J, ∑ A, ∑ B, G I J A B * (T₁ I A * T₁ J B)

/-- Closed-shell doubles generated by `t₂ + t₁ t₁` are the spin-orbital doubles plus the
antisymmetrized product of spin-orbital singles. -/
theorem spinDouble_add_singles (t₁ : O → V → ℂ) (t₂ : O → O → V → V → ℂ)
    (I J : O × Bool) (A B : V × Bool) :
    spinDouble (fun i j a b => t₂ i j a b + t₁ i a * t₁ j b) I J A B =
      spinDouble t₂ I J A B +
        (spinSingle t₁ I A * spinSingle t₁ J B - spinSingle t₁ I B * spinSingle t₁ J A) := by
  obtain ⟨i, p⟩ := I
  obtain ⟨j, q⟩ := J
  obtain ⟨a, r⟩ := A
  obtain ⟨b, s⟩ := B
  -- check the sixteen spin assignments
  cases p <;> cases q <;> cases r <;> cases s <;>
    simp only [spinDouble, spinSingle, reduceCtorEq, and_true, and_false, and_self,
      if_true, if_false] <;> ring

variable [Fintype O] [Fintype V]

/-- A sum over two occupied and two virtual spin orbitals is a sum over spatial
orbitals of a sum over the four spins. -/
theorem sum_spinOrbitals (F : O × Bool → O × Bool → V × Bool → V × Bool → ℂ) :
    ∑ I, ∑ J, ∑ A, ∑ B, F I J A B =
      ∑ i, ∑ j, ∑ a, ∑ b, ∑ p, ∑ q, ∑ r, ∑ s, F (i, p) (j, q) (a, r) (b, s) := by
  simp only [Fintype.sum_prod_type, Fintype.sum_bool, ← sum_add_distrib]

/-- The two virtual labels may be exchanged under the full sum. -/
theorem swap_virtuals (F : O → O → V → V → ℂ) :
    ∑ i, ∑ j, ∑ a, ∑ b, F i j b a = ∑ i, ∑ j, ∑ a, ∑ b, F i j a b :=
  sum_congr rfl fun _ _ => sum_congr rfl fun _ _ => sum_comm

/-- The part of the pair energy in which the two occupied spin orbitals have equal spin
is the sum of `(g_iajb - g_ibja) u_ijab`. -/
theorem same_spin_energy (g : O → V → O → V → ℂ) (u : O → O → V → V → ℂ) :
    1 / 4 * ∑ I : O × Bool, ∑ J : O × Bool, ∑ A : V × Bool, ∑ B : V × Bool,
      (if I.2 = J.2 then antisymIntegral g I J A B * spinDouble u I J A B else 0) =
    ∑ i, ∑ j, ∑ a, ∑ b, (g i a j b - g i b j a) * u i j a b := by
  have h : ∑ I : O × Bool, ∑ J : O × Bool, ∑ A : V × Bool, ∑ B : V × Bool,
      (if I.2 = J.2 then antisymIntegral g I J A B * spinDouble u I J A B else 0) =
      2 * (∑ i, ∑ j, ∑ a, ∑ b, (g i a j b - g i b j a) * u i j a b) +
      2 * (∑ i, ∑ j, ∑ a, ∑ b, (g i b j a - g i a j b) * u i j b a) := by
    rw [sum_spinOrbitals]
    simp only [mul_sum, ← sum_add_distrib]
    refine sum_congr rfl fun i _ => sum_congr rfl fun j _ =>
      sum_congr rfl fun a _ => sum_congr rfl fun b _ => ?_
    simp only [Fintype.sum_bool, antisymIntegral, coulomb, spinDouble, reduceCtorEq,
      and_true, and_false, if_true, if_false]
    ring
  have sw : ∑ i, ∑ j, ∑ a, ∑ b, (g i b j a - g i a j b) * u i j b a =
      ∑ i, ∑ j, ∑ a, ∑ b, (g i a j b - g i b j a) * u i j a b :=
    swap_virtuals (fun i j a b => (g i a j b - g i b j a) * u i j a b)
  linear_combination (1 / 4) * h + (1 / 2) * sw

/-- The part of the pair energy in which the two occupied spin orbitals have opposite spin
is the sum of `g_iajb u_ijab`. -/
theorem opposite_spin_energy (g : O → V → O → V → ℂ) (u : O → O → V → V → ℂ) :
    1 / 4 * ∑ I : O × Bool, ∑ J : O × Bool, ∑ A : V × Bool, ∑ B : V × Bool,
      (if I.2 = J.2 then 0 else antisymIntegral g I J A B * spinDouble u I J A B) =
    ∑ i, ∑ j, ∑ a, ∑ b, g i a j b * u i j a b := by
  have h : ∑ I : O × Bool, ∑ J : O × Bool, ∑ A : V × Bool, ∑ B : V × Bool,
      (if I.2 = J.2 then 0 else antisymIntegral g I J A B * spinDouble u I J A B) =
      2 * (∑ i, ∑ j, ∑ a, ∑ b, g i a j b * u i j a b) +
      2 * (∑ i, ∑ j, ∑ a, ∑ b, g i b j a * u i j b a) := by
    rw [sum_spinOrbitals]
    simp only [mul_sum, ← sum_add_distrib]
    refine sum_congr rfl fun i _ => sum_congr rfl fun j _ =>
      sum_congr rfl fun a _ => sum_congr rfl fun b _ => ?_
    simp only [Fintype.sum_bool, antisymIntegral, coulomb, spinDouble, reduceCtorEq,
      and_true, and_false, if_true, if_false]
    ring
  have sw : ∑ i, ∑ j, ∑ a, ∑ b, g i b j a * u i j b a =
      ∑ i, ∑ j, ∑ a, ∑ b, g i a j b * u i j a b :=
    swap_virtuals (fun i j a b => g i a j b * u i j a b)
  linear_combination (1 / 4) * h + (1 / 2) * sw

/-- Spin summation of the pair energy: one quarter of the spin-orbital sum of integrals
times closed-shell doubles is the spatial sum of `(2 g_iajb - g_ibja) u_ijab`. -/
theorem pair_energy (g : O → V → O → V → ℂ) (u : O → O → V → V → ℂ) :
    1 / 4 * ∑ I, ∑ J, ∑ A, ∑ B, antisymIntegral g I J A B * spinDouble u I J A B =
      ∑ i, ∑ j, ∑ a, ∑ b, (2 * g i a j b - g i b j a) * u i j a b := by
  -- split the left side by relative spin, and the right side accordingly
  have hr : ∑ i, ∑ j, ∑ a, ∑ b, (2 * g i a j b - g i b j a) * u i j a b =
      ∑ i, ∑ j, ∑ a, ∑ b, (g i a j b - g i b j a) * u i j a b +
      ∑ i, ∑ j, ∑ a, ∑ b, g i a j b * u i j a b := by
    simp only [← sum_add_distrib]
    refine sum_congr rfl fun i _ => sum_congr rfl fun j _ =>
      sum_congr rfl fun a _ => sum_congr rfl fun b _ => ?_
    ring
  rw [hr, ← same_spin_energy g u, ← opposite_spin_energy g u, ← mul_add]
  congr 1
  simp only [← sum_add_distrib]
  refine sum_congr rfl fun I _ => sum_congr rfl fun J _ =>
    sum_congr rfl fun A _ => sum_congr rfl fun B _ => ?_
  split_ifs <;> ring

/-- The closed-shell coupled-cluster energy: with Fock elements, integrals and amplitudes built from
spatial arrays by `spinSingle`, `antisymIntegral` and `spinDouble`, the spin-orbital energy reduces
to the spatial-orbital expression. -/
theorem closed_shell_ccEnergy (f t₁ : O → V → ℂ) (g : O → V → O → V → ℂ)
    (t₂ : O → O → V → V → ℂ) :
    ccEnergy (spinSingle f) (antisymIntegral g) (spinSingle t₁) (spinDouble t₂) =
      2 * ∑ i, ∑ a, f i a * t₁ i a +
      ∑ i, ∑ j, ∑ a, ∑ b,
        (2 * g i a j b - g i b j a) * (t₂ i j a b + t₁ i a * t₁ j b) := by
  have h1 : ∑ I, ∑ A, spinSingle f I A * spinSingle t₁ I A =
      2 * ∑ i, ∑ a, f i a * t₁ i a := by
    simp only [Fintype.sum_prod_type, Fintype.sum_bool, mul_sum, ← sum_add_distrib]
    refine sum_congr rfl fun i _ => sum_congr rfl fun a _ => ?_
    simp only [spinSingle, reduceCtorEq, if_true, if_false]
    ring
  have h2 := pair_energy g (fun i j a b => t₂ i j a b + t₁ i a * t₁ j b)
  -- antisymmetry of the integrals makes both products of singles contribute equally
  have h3 : ∑ I, ∑ J, ∑ A, ∑ B, antisymIntegral g I J A B *
        spinDouble (fun i j a b => t₂ i j a b + t₁ i a * t₁ j b) I J A B =
      ∑ I, ∑ J, ∑ A, ∑ B, antisymIntegral g I J A B * spinDouble t₂ I J A B +
      ∑ I, ∑ J, ∑ A, ∑ B,
        antisymIntegral g I J A B * (spinSingle t₁ I A * spinSingle t₁ J B) +
      ∑ I, ∑ J, ∑ A, ∑ B,
        antisymIntegral g I J B A * (spinSingle t₁ I B * spinSingle t₁ J A) := by
    simp only [← sum_add_distrib]
    refine sum_congr rfl fun I _ => sum_congr rfl fun J _ =>
      sum_congr rfl fun A _ => sum_congr rfl fun B _ => ?_
    rw [spinDouble_add_singles]
    simp only [antisymIntegral]
    ring
  have h4 := swap_virtuals (fun (I J : O × Bool) (A B : V × Bool) =>
    antisymIntegral g I J A B * (spinSingle t₁ I A * spinSingle t₁ J B))
  unfold ccEnergy
  linear_combination h1 + h2 - (1 / 4) * h3 - (1 / 4) * h4

end

end ClosedShellCoupledClusterEnergy
```

```lean
#print axioms ClosedShellCoupledClusterEnergy.closed_shell_ccEnergy
-- 'ClosedShellCoupledClusterEnergy.closed_shell_ccEnergy' depends on axioms: [propext, Classical.choice, Quot.sound]
```

## The energy before and after the spin sum

Let $I,J$ denote occupied and $A,B$ virtual spin orbitals. The coupled-cluster correlation energy, measured from the energy of the reference determinant, is

$$
E=\sum_{IA}F_{IA}t_{IA}+\tfrac14\sum_{IJAB}\langle IJ\|AB\rangle\,t_{IJAB}+\tfrac12\sum_{IJAB}\langle IJ\|AB\rangle\,t_{IA}t_{JB}.
$$

Here $F_{IA}$ are Fock matrix elements, $\langle IJ\|AB\rangle$ are antisymmetrized two-electron integrals, and $t_{IA}$ and $t_{IJAB}$ are the singles and doubles amplitudes. The definition `ccEnergy` is this expression for arbitrary arrays on finite index sets.

The theorem `closed_shell_ccEnergy` says that, if all these quantities have the closed-shell spin structure described below, then

$$
E=2\sum_{ia}f_{ia}t_{ia}+\sum_{ijab}(2g_{iajb}-g_{ibja})(t_{ijab}+t_{ia}t_{jb}).
$$

Lower-case $i,j$ and $a,b$ label occupied and virtual spatial orbitals, $f_{ia}$ and the lower-case amplitudes are spatial arrays, and $g_{iajb}=(ia|jb)$ is the Coulomb integral in charge-density order, with $i,a$ belonging to the first electron and $j,b$ to the second.

The two-electron part is a separate theorem, `pair_energy`. It holds for any spatial array $u_{ijab}$ in place of $t_{ijab}+t_{ia}t_{jb}$.

## How spin enters the integrals and amplitudes

A spin orbital is an element of `O × Bool` or `V × Bool`, that is, a pair of a spatial label and one of two spin values. The types `O` and `V` hold the occupied and virtual spatial labels, so `V` is not an interaction potential. Write $I=(i,p)$, $J=(j,q)$, $A=(a,r)$ and $B=(b,s)$. The letters $p,q,r,s$ are therefore spins, whereas many textbooks use them for general orbitals.

The Coulomb operator does not act on spin, so an integral $(IA|JB)$ vanishes unless $I,A$ have equal spin and $J,B$ have equal spin. This is `coulomb`. Subtracting the exchange integral gives `antisymIntegral`:

$$
\langle IJ\|AB\rangle=(IA|JB)-(IB|JA)=\delta_{pr}\delta_{qs}\,g_{iajb}-\delta_{ps}\delta_{qr}\,g_{ibja}.
$$

The doubles have the same pattern. For a spatial array $u$, `spinDouble` is

$$
W_{IJAB}[u]=\delta_{pr}\delta_{qs}\,u_{ijab}-\delta_{ps}\delta_{qr}\,u_{ijba}.
$$

Thus $u_{ijab}$ is the amplitude for exciting two electrons of opposite spin, $i\to a$ and $j\to b$, each keeping its spin. For two electrons of equal spin the amplitude is $u_{ijab}-u_{ijba}$. Fock elements and singles are diagonal in spin, as in `spinSingle`: $t_{IA}=\delta_{pr}t_{ia}$.

All arrays are complex and otherwise arbitrary. Physical integrals and amplitudes also satisfy $g_{iajb}=g_{jbia}$ and $t_{ijab}=t_{jiba}$, but neither symmetry is assumed. The Fock elements $f_{ia}$ need not vanish, so the reference orbitals need not be Hartree–Fock orbitals.

The spin structure of the amplitudes is an assumption, which stands for a spin-restricted solution on a closed-shell reference; the amplitude equations do not appear. The step from this model to an actual molecule is the identification of `ccEnergy` with the expectation value of the similarity-transformed Hamiltonian in the reference determinant, less the energy of that determinant. That is a result of coupled-cluster theory, and it enters here as a definition.

For a finite orbital set and spin-restricted amplitudes, a program can therefore evaluate the coupled-cluster energy from spatial arrays alone.

## Equal and opposite spins in the pair energy

The sum to be evaluated is $\tfrac14\sum\langle IJ\|AB\rangle W_{IJAB}[u]$. The lemma `sum_spinOrbitals` writes it as a spatial sum over $i,j,a,b$ of a spin sum over $p,q,r,s$. The spin sum is then divided according to whether the occupied spins $p$ and $q$ agree.

**Equal spins, $p=q$.** Both factors vanish unless $r=s=p$, and then all the deltas equal one. The two possible values of $p$ contribute

$$
2(g_{iajb}-g_{ibja})(u_{ijab}-u_{ijba})
=2(g_{iajb}-g_{ibja})u_{ijab}+2(g_{ibja}-g_{iajb})u_{ijba}.
$$

The second term is the first with $a$ and $b$ exchanged. Since both labels run over all virtual orbitals, the two terms have the same spatial sum. After multiplication by $\tfrac14$, the equal-spin part is

$$
\sum_{ijab}(g_{iajb}-g_{ibja})u_{ijab}.
$$

This is `same_spin_energy`. Its intermediate statement `h` is the expanded spin sum, obtained by letting `simp` evaluate the deltas and `ring` collect the terms for each choice of spatial labels. The statement `sw` is the relabelling, taken from `swap_virtuals`, and `linear_combination` adds $\tfrac14$ of `h` and $\tfrac12$ of `sw`.

**Opposite spins, $p\ne q$.** There are two ways to match the virtual spins. If $r=p$ and $s=q$, only the direct terms survive, and their product is $g_{iajb}u_{ijab}$. If $r=q$ and $s=p$, only the exchange terms survive, and their two minus signs cancel to give $g_{ibja}u_{ijba}$. With $r=s$ everything vanishes. The two choices of $(p,q)$ contribute

$$
2g_{iajb}u_{ijab}+2g_{ibja}u_{ijba},
$$

and the same relabelling and prefactor turn the sum into

$$
\sum_{ijab}g_{iajb}u_{ijab}.
$$

This is `opposite_spin_energy`, whose proof has the same form.

Adding the two parts gives

$$
\tfrac14\sum_{IJAB}\langle IJ\|AB\rangle W_{IJAB}[u]
=\sum_{ijab}(2g_{iajb}-g_{ibja})u_{ijab}.
$$

The factor 2 thus consists of one direct term from each spin case, while the exchange term comes from equal spins only. In `pair_energy`, the statement `hr` splits the right side into these two sums. The two lemmas then convert them back to spin-orbital sums, and `split_ifs` confirms that the equal-spin and opposite-spin terms together make up the full summand.

## Products of singles and the one-electron term

The full energy also contains products of singles, with prefactor $\tfrac12$ and without antisymmetrization. They are brought into the pair formula by choosing $u_{ijab}=t_{ijab}+t_{ia}t_{jb}$. With this choice $u_{ijba}=t_{ijba}+t_{ib}t_{ja}$, and therefore

$$
\begin{aligned}
W_{IJAB}[u]&=W_{IJAB}[t]+\delta_{pr}\delta_{qs}\,t_{ia}t_{jb}-\delta_{ps}\delta_{qr}\,t_{ib}t_{ja}\\
&=W_{IJAB}[t]+t_{IA}t_{JB}-t_{IB}t_{JA}.
\end{aligned}
$$

The lemma `spinDouble_add_singles` establishes this by going through the sixteen spin assignments.

Next, insert this decomposition into the pair energy. The definition of the integrals gives $\langle IJ\|BA\rangle=-\langle IJ\|AB\rangle$, so the last product contributes

$$
-\tfrac14\sum_{IJAB}\langle IJ\|AB\rangle t_{IB}t_{JA}
=\tfrac14\sum_{IJAB}\langle IJ\|BA\rangle t_{IB}t_{JA}
=\tfrac14\sum_{IJAB}\langle IJ\|AB\rangle t_{IA}t_{JB},
$$

where the last equality exchanges the names $A$ and $B$. The two products of singles contribute equally, and

$$
\tfrac14\sum_{IJAB}\langle IJ\|AB\rangle W_{IJAB}[u]
=\tfrac14\sum_{IJAB}\langle IJ\|AB\rangle W_{IJAB}[t]
+\tfrac12\sum_{IJAB}\langle IJ\|AB\rangle t_{IA}t_{JB}.
$$

Since the closed-shell doubles are $t_{IJAB}=W_{IJAB}[t]$, the right side is exactly the two-electron part of $E$. By the pair formula, the left side is the spatial sum with $u_{ijab}=t_{ijab}+t_{ia}t_{jb}$.

The one-electron term needs only a sum over two spins:

$$
\sum_{IA}F_{IA}t_{IA}=\sum_{ia}\sum_{pr}\delta_{pr}f_{ia}t_{ia}=2\sum_{ia}f_{ia}t_{ia}.
$$

Adding it gives the closed-shell energy.

The proof of `closed_shell_ccEnergy` keeps these steps apart. In it, `h1` is the one-electron sum and `h2` is the pair formula for the chosen $u$. The statement `h3` expands the doubles and absorbs the minus sign by reversing the virtual labels in the integral. The relabelling is `h4`, which applies `swap_virtuals` again, this time to spin orbitals instead of spatial ones. The final `linear_combination` adds `h1` and `h2` and subtracts one quarter of `h3` and of `h4`.
